# Zitterbewegung of the free Dirac velocity at fixed momentum

Take a Dirac particle on a line with zero momentum. In units with $\hbar=c=1$, its Hamiltonian is $H=m\sigma_z$ ($m>0$) and its velocity is $\sigma_x$. Since $\sigma_x\sigma_z=-\sigma_z\sigma_x$, moving $\sigma_x$ through an exponential of $H$ flips the sign of the exponent:

$$e^{iHt}\sigma_x e^{-iHt}=\sigma_x e^{-2iHt}.$$

The momentum is zero, yet the velocity operator oscillates at angular frequency $2m$.

At general momentum, $H=\sum_i p_i\alpha_i+m\beta$ and the velocity is $\alpha_k$. Only the part $F=\alpha_k-p_kH^{-1}$ anticommutes with $H$; the rest is conserved. With $E^2=p\cdot p+m^2>0$,

$$e^{iHt}\alpha_k e^{-iHt}=p_kH^{-1}+F\,e^{-2iHt}.$$

In one-particle relativistic quantum mechanics, the second term describes the trembling motion of a free particle at fixed momentum. For Hermitian $\alpha_i$ and $\beta$, its expectation value vanishes in any state of purely positive or purely negative energy, because $F$ reverses the sign of the energy; the trembling shows only in superpositions of the two.

```lean
import Mathlib

open Complex (I)

namespace Zitterbewegung

noncomputable section

variable {ι n : Type*} [Fintype ι] [Fintype n] [DecidableEq n]
```

## The Dirac relations

The relations make $H^2=E^2$, the relativistic dispersion law. In Lean, `ι` labels the spatial directions and `n` the spinor components, both finite in number. Hermiticity is not assumed, so `phase` need not be unitary.

```lean
/-- The Dirac relations: the matrices `α i` and `β` square to one and anticommute pairwise. -/
structure IsDirac (α : ι → Matrix n n ℂ) (β : Matrix n n ℂ) : Prop where
  alpha_sq : ∀ i, α i * α i = 1
  alpha_anti : ∀ i j, i ≠ j → α i * α j + α j * α i = 0
  beta_sq : β * β = 1
  alpha_beta : ∀ i, α i * β + β * α i = 0

/-- The free Dirac Hamiltonian `H = α·p + β m`. -/
def hamiltonian (α : ι → Matrix n n ℂ) (β : Matrix n n ℂ) (p : ι → ℝ) (m : ℝ) :
    Matrix n n ℂ :=
  ∑ i, (p i : ℂ) • α i + (m : ℂ) • β

/-- The squared relativistic energy `p·p + m²`. -/
def energySq (p : ι → ℝ) (m : ℝ) : ℝ := ∑ i, p i ^ 2 + m ^ 2

/-- The trembling part `α_k - p_k H⁻¹` of the velocity, meant for `p·p + m² > 0`. -/
def trembling (α : ι → Matrix n n ℂ) (β : Matrix n n ℂ) (p : ι → ℝ) (m : ℝ) (k : ι) :
    Matrix n n ℂ :=
  α k - (p k : ℂ) • (hamiltonian α β p m)⁻¹

/-- The matrix exponential `exp(iHt)`. -/
def phase (H : Matrix n n ℂ) (t : ℝ) : Matrix n n ℂ := NormedSpace.exp (t • (I • H))

/-- The exponentials `exp(iHs)` and `exp(iHt)` multiply to `exp(iH(s+t))`. -/
theorem phase_add (H : Matrix n n ℂ) (s t : ℝ) :
    phase H (s + t) = phase H s * phase H t := by
  unfold phase
  rw [add_smul]
  exact Matrix.exp_add_of_commute _ _ (((Commute.refl (I • H)).smul_left s).smul_right t)
```

By hand, the relations enter through the anticommutator

$$\alpha_kH+H\alpha_k=\sum_i p_i(\alpha_k\alpha_i+\alpha_i\alpha_k)+m(\alpha_k\beta+\beta\alpha_k)=2p_k.$$

In the proof, `Finset.sum_eq_single` keeps the term $i=k$, and `hb` removes the mass term.

```lean
/-- For Dirac matrices, the anticommutator of `α_k` with the Hamiltonian is `2 p_k`. -/
theorem alpha_anticommutator {α : ι → Matrix n n ℂ} {β : Matrix n n ℂ} (h : IsDirac α β)
    (p : ι → ℝ) (m : ℝ) (k : ι) :
    α k * hamiltonian α β p m + hamiltonian α β p m * α k
      = (2 * (p k : ℂ)) • (1 : Matrix n n ℂ) := by
  -- only the term `i = k` of the sum survives
  have hs : ∑ i, α k * ((p i : ℂ) • α i) + ∑ i, ((p i : ℂ) • α i) * α k
      = (2 * (p k : ℂ)) • (1 : Matrix n n ℂ) := by
    rw [← Finset.sum_add_distrib, Finset.sum_eq_single k]
    · rw [mul_smul_comm, smul_mul_assoc, h.alpha_sq k]
      module
    · intro i _ hi
      rw [mul_smul_comm, smul_mul_assoc, ← smul_add, h.alpha_anti k i hi.symm, smul_zero]
    · intro hk
      exact absurd (Finset.mem_univ k) hk
  have hb : α k * ((m : ℂ) • β) + ((m : ℂ) • β) * α k = 0 := by
    rw [mul_smul_comm, smul_mul_assoc, ← smul_add, h.alpha_beta k, smul_zero]
  rw [hamiltonian, mul_add, add_mul, Finset.mul_sum, Finset.sum_mul, add_add_add_comm, hs, hb,
    add_zero]
```

Each relation is needed for the velocity formula of the opening, even with the other three and $E^2>0$ in place:

- Without $\alpha_k^2=1$: for the numbers $\alpha=0$, $\beta=p=m=1$, the velocity stays $0$, but the formula gives $1-e^{-2it}$.
- Without $\alpha_i\alpha_j=-\alpha_j\alpha_i$: for $\alpha_1=\alpha_2=\sigma_x$, $\beta=\sigma_z$, $p=(1,1)$, $m=0$, the velocity is constant and the formula is not.
- Without $\beta^2=1$: $\alpha=\sigma_x$, $\beta=i\sigma_z$, $p=m=1$ gives $H^2=0$, so $H$ has no inverse.
- Without $\alpha\beta=-\beta\alpha$: for the numbers $\alpha=\beta=p=m=1$, the velocity stays $1$, but the formula gives $\tfrac12+\tfrac12e^{-4it}$.

## Nonzero energy

For real $p$ and $m$, the condition `0 < energySq p m` excludes only a massless particle with zero momentum. There $H=0$, and invertibility fails for any nonzero matrix size.

By hand, $\beta H+H\beta=2m$ in the same way, so

$$2H^2=\sum_i p_i(\alpha_iH+H\alpha_i)+m(\beta H+H\beta)=2E^2,\qquad H^{-1}=H/E^2.$$

The proof obtains this as `h2`, then divides by the nonzero number $E^2$.

```lean
/-- For Dirac matrices and `p·p + m² > 0` the Hamiltonian is invertible, with
`H⁻¹ = H / (p·p + m²)`. -/
theorem hamiltonian_inverse {α : ι → Matrix n n ℂ} {β : Matrix n n ℂ} (h : IsDirac α β)
    (p : ι → ℝ) (m : ℝ) (hE : 0 < energySq p m) :
    hamiltonian α β p m * (hamiltonian α β p m)⁻¹ = 1 ∧
      (hamiltonian α β p m)⁻¹ = (energySq p m : ℂ)⁻¹ • hamiltonian α β p m := by
  have e : ∀ K : Matrix n n ℂ, hamiltonian α β p m * K + K * hamiltonian α β p m
      = ∑ i, (p i : ℂ) • (α i * K + K * α i) + (m : ℂ) • (β * K + K * β) := by
    intro K
    simp only [hamiltonian, add_mul, mul_add, Finset.sum_mul, Finset.mul_sum, smul_mul_assoc,
      mul_smul_comm, smul_add, Finset.sum_add_distrib]
    abel
  have hβ : β * hamiltonian α β p m + hamiltonian α β p m * β
      = (2 * (m : ℂ)) • (1 : Matrix n n ℂ) := by
    rw [add_comm, e β, h.beta_sq, Finset.sum_eq_zero]
    · module
    · intro i _
      rw [h.alpha_beta i, smul_zero]
  have c : ∑ i, (p i : ℂ) * (2 * (p i : ℂ)) + (m : ℂ) * (2 * (m : ℂ))
      = 2 * (energySq p m : ℂ) := by
    simp only [energySq]
    push_cast
    rw [mul_add, Finset.mul_sum]
    congr 1
    · exact Finset.sum_congr rfl fun i _ => by ring
    · ring
  -- the anticommutator of `H` with itself is twice the squared energy
  have h2 : hamiltonian α β p m * hamiltonian α β p m + hamiltonian α β p m * hamiltonian α β p m
      = (2 * (energySq p m : ℂ)) • (1 : Matrix n n ℂ) := by
    rw [e (hamiltonian α β p m), hβ]
    simp only [alpha_anticommutator h, smul_smul]
    rw [← Finset.sum_smul, ← add_smul, c]
  have hsq : hamiltonian α β p m * hamiltonian α β p m
      = (energySq p m : ℂ) • (1 : Matrix n n ℂ) := by
    linear_combination (norm := module) (1 / 2 : ℂ) • h2
  have hne : (energySq p m : ℂ) ≠ 0 := Complex.ofReal_ne_zero.mpr hE.ne'
  have hr : hamiltonian α β p m * ((energySq p m : ℂ)⁻¹ • hamiltonian α β p m) = 1 := by
    rw [mul_smul_comm, hsq, smul_smul, inv_mul_cancel₀ hne, one_smul]
  have hi := Matrix.inv_eq_right_inv hr
  exact ⟨by rw [hi]; exact hr, hi⟩
```

Now $HF+FH=2p_k-2p_k=0$.

```lean
/-- For Dirac matrices and `p·p + m² > 0` the trembling part of the velocity anticommutes with
the Hamiltonian. -/
theorem trembling_anticommutes {α : ι → Matrix n n ℂ} {β : Matrix n n ℂ} (h : IsDirac α β)
    (p : ι → ℝ) (m : ℝ) (hE : 0 < energySq p m) (k : ι) :
    hamiltonian α β p m * trembling α β p m k
      + trembling α β p m k * hamiltonian α β p m = 0 := by
  have h1 := (hamiltonian_inverse h p m hE).1
  have h1' := mul_eq_one_comm.mp h1
  rw [trembling, mul_sub, sub_mul, mul_smul_comm, smul_mul_assoc, h1, h1']
  linear_combination (norm := module) alpha_anticommutator h p m k
```

The square of the trembling part of the velocity follows from $\alpha_kH^{-1}+H^{-1}\alpha_k=2p_k/E^2$ and $H^{-2}=1/E^2$:

$$F^2=1-\frac{2p_k^2}{E^2}+\frac{p_k^2}{E^2}=1-\frac{p_k^2}{E^2}.$$

```lean
/-- For Dirac matrices and `p·p + m² > 0` the trembling part of the velocity squares to the
number `1 - p_k² / (p·p + m²)`. -/
theorem trembling_sq {α : ι → Matrix n n ℂ} {β : Matrix n n ℂ} (h : IsDirac α β)
    (p : ι → ℝ) (m : ℝ) (hE : 0 < energySq p m) (k : ι) :
    trembling α β p m k * trembling α β p m k
      = (1 - (p k : ℂ) ^ 2 / (energySq p m : ℂ)) • (1 : Matrix n n ℂ) := by
  obtain ⟨h1, hK⟩ := hamiltonian_inverse h p m hE
  have hK2 : (hamiltonian α β p m)⁻¹ * (hamiltonian α β p m)⁻¹
      = (energySq p m : ℂ)⁻¹ • (1 : Matrix n n ℂ) := by
    calc _ = ((energySq p m : ℂ)⁻¹ • hamiltonian α β p m) * (hamiltonian α β p m)⁻¹ := by
          rw [← hK]
      _ = _ := by rw [smul_mul_assoc, h1]
  have hA : α k * (hamiltonian α β p m)⁻¹ + (hamiltonian α β p m)⁻¹ * α k
      = ((energySq p m : ℂ)⁻¹ * (2 * (p k : ℂ))) • (1 : Matrix n n ℂ) := by
    rw [hK, mul_smul_comm, smul_mul_assoc, ← smul_add, alpha_anticommutator h, smul_smul]
  rw [trembling]
  simp only [sub_mul, mul_sub, smul_mul_assoc, mul_smul_comm]
  linear_combination (norm := module)
    h.alpha_sq k - (p k : ℂ) • hA + ((p k : ℂ) * (p k : ℂ)) • hK2
```

## Anticommutation with the Hamiltonian

The evolution lemma assumes only `hF`, that is $HF+FH=0$. Physically, $F$ then reverses the sign of the energy. By hand,

$$\frac{d}{ds}\,e^{iHs}Fe^{iHs}=e^{iHs}\,i(HF+FH)\,e^{iHs}=0,$$

so $e^{iHt}Fe^{iHt}=F$, and multiplying by $e^{-2iHt}$ on the right gives the oscillation. Without `hF` this fails: $F=H=1$ is constant in time.

```lean
-- a norm on matrices, needed only to differentiate in time
attribute [local instance] Matrix.linftyOpNormedRing Matrix.linftyOpNormedAlgebra

/-- The exponential `exp(iHt)` has time derivative `iH exp(iHt)` and commutes with `H`. -/
theorem hasDerivAt_phase (H : Matrix n n ℂ) (t : ℝ) :
    HasDerivAt (phase H) ((I • H) * phase H t) t ∧ H * phase H t = phase H t * H := by
  have d1 : HasDerivAt (phase H) (phase H t * (I • H)) t := hasDerivAt_exp_smul_const (I • H) t
  have d2 : HasDerivAt (phase H) ((I • H) * phase H t) t := hasDerivAt_exp_smul_const' (I • H) t
  refine ⟨d2, ?_⟩
  have hu := d2.unique d1
  rw [mul_smul_comm, smul_mul_assoc] at hu
  exact smul_right_injective _ Complex.I_ne_zero hu
```

In the next proof `hd` is the vanishing derivative, `hconst` compares times $t$ and $0$, and `hsplit` supplies the last factor.

```lean
/-- A matrix `F` that anticommutes with the matrix `H` satisfies
`exp(iHt) F exp(-iHt) = F exp(-2iHt)`. -/
theorem heisenberg_of_anticommute {H F : Matrix n n ℂ} (hF : H * F + F * H = 0) (t : ℝ) :
    phase H t * F * phase H (-t) = F * phase H (-2 * t) := by
  have hX : (I • H) * F + F * (I • H) = 0 := by
    rw [smul_mul_assoc, mul_smul_comm, ← smul_add, hF, smul_zero]
  -- `exp(iHs) F exp(iHs)` does not depend on `s`
  have hd : ∀ s : ℝ, HasDerivAt (fun s => phase H s * F * phase H s) 0 s := by
    intro s
    have d := (hasDerivAt_phase H s).1
    refine ((d.mul_const F).fun_mul d).congr_deriv ?_
    have hc : (I • H) * phase H s = phase H s * (I • H) := by
      rw [smul_mul_assoc, mul_smul_comm, (hasDerivAt_phase H s).2]
    calc (I • H) * phase H s * F * phase H s + phase H s * F * ((I • H) * phase H s)
        = phase H s * ((I • H) * F + F * (I • H)) * phase H s := by
          rw [hc]
          simp only [mul_add, add_mul, mul_assoc]
          rw [hc]
      _ = 0 := by rw [hX, mul_zero, zero_mul]
  have hconst : phase H t * F * phase H t = phase H 0 * F * phase H 0 :=
    is_const_of_deriv_eq_zero (fun s => (hd s).differentiableAt) (fun s => (hd s).deriv) t 0
  have h0 : phase H 0 = 1 := by simp [phase]
  rw [h0, one_mul, mul_one] at hconst
  have hsplit : phase H (-t) = phase H t * phase H (-2 * t) := by
    rw [← phase_add]
    congr 1
    ring
  rw [hsplit, ← mul_assoc, hconst]
```

## A free particle with a definite momentum

Here `p` is a list of real numbers, not an operator, and $H$ contains no potential. That $\alpha_k$ is the velocity comes from $i[H,x_k]=\alpha_k$, which needs a position operator on an infinite-dimensional space; this step is taken from physics.

The theorem states that $H$ has a true inverse and that the formula holds for every real $t$. Its proof splits $\alpha_k=p_kH^{-1}+F$: `hcons` conserves the first part, because $H^{-1}$ commutes with the evolution, and `hosc` evolves the second.

```lean
/-- Zitterbewegung: for Dirac matrices and `p·p + m² > 0` the Hamiltonian is invertible and
`exp(iHt) α_k exp(-iHt) = p_k H⁻¹ + (α_k - p_k H⁻¹) exp(-2iHt)` at all times. -/
theorem zitterbewegung {α : ι → Matrix n n ℂ} {β : Matrix n n ℂ} (h : IsDirac α β)
    (p : ι → ℝ) (m : ℝ) (hE : 0 < energySq p m) (k : ι) :
    let H := hamiltonian α β p m
    H * H⁻¹ = 1 ∧ ∀ t : ℝ, phase H t * α k * phase H (-t)
      = (p k : ℂ) • H⁻¹ + (α k - (p k : ℂ) • H⁻¹) * phase H (-2 * t) := by
  intro H
  obtain ⟨h1, hK⟩ := hamiltonian_inverse h p m hE
  refine ⟨h1, fun t => ?_⟩
  have hinv : phase H t * phase H (-t) = 1 := by
    rw [← phase_add, add_neg_cancel]
    simp [phase]
  -- `H⁻¹` is conserved, and with it the mean velocity `p_k H⁻¹`
  have hcons : phase H t * H⁻¹ * phase H (-t) = H⁻¹ := by
    have hc : phase H t * H⁻¹ = H⁻¹ * phase H t := by
      rw [show H⁻¹ = (energySq p m : ℂ)⁻¹ • H from hK, mul_smul_comm, smul_mul_assoc,
        (hasDerivAt_phase H t).2]
    rw [hc, mul_assoc, hinv, mul_one]
  -- the remainder anticommutes with `H`
  have hosc := heisenberg_of_anticommute (trembling_anticommutes h p m hE k) t
  change phase H t * (α k - (p k : ℂ) • H⁻¹) * phase H (-t)
    = (α k - (p k : ℂ) • H⁻¹) * phase H (-2 * t) at hosc
  rw [← hosc, mul_sub, sub_mul, mul_smul_comm, smul_mul_assoc, hcons]
  abel
```

For example, take $\alpha=\sigma_x$, $\beta=\sigma_z$, $p=3$, $m=4$. Then $E=5$ and

$$H=\begin{pmatrix}4&3\\3&-4\end{pmatrix},\quad pH^{-1}=\tfrac1{25}\begin{pmatrix}12&9\\9&-12\end{pmatrix},\quad F=\tfrac1{25}\begin{pmatrix}-12&16\\16&12\end{pmatrix}.$$

Indeed $F^2=\tfrac{16}{25}=1-\tfrac9{25}$. At $t=\pi/10$, $e^{-2iHt}=-1$, and the velocity is

$$pH^{-1}-F=\tfrac1{25}\begin{pmatrix}24&-7\\-7&-24\end{pmatrix}.$$

Integrating the velocity from time zero gives the displacement

$$t\,p_kH^{-1}+\tfrac i2FH^{-1}(e^{-2iHt}-1).$$

```lean
/-- The displacement `t p_k H⁻¹ + (i/2) (α_k - p_k H⁻¹) H⁻¹ (exp(-2iHt) - 1)`, meant for
`p·p + m² > 0`. -/
def displacement (α : ι → Matrix n n ℂ) (β : Matrix n n ℂ) (p : ι → ℝ) (m : ℝ) (k : ι)
    (t : ℝ) : Matrix n n ℂ :=
  t • ((p k : ℂ) • (hamiltonian α β p m)⁻¹)
    + ((I / 2) • (trembling α β p m k * (hamiltonian α β p m)⁻¹))
      * (phase (hamiltonian α β p m) (-2 * t) - 1)
```

It vanishes at $t=0$. The derivative of its second term is $\tfrac i2FH^{-1}(-2iH)e^{-2iHt}=Fe^{-2iHt}$, which the proof assembles from `hph` and `hs`; `hmean` differentiates the drift.

```lean
/-- For Dirac matrices and `p·p + m² > 0` the displacement vanishes at time zero and its time
derivative is the Heisenberg velocity `exp(iHt) α_k exp(-iHt)`. -/
theorem displacement_hasDerivAt {α : ι → Matrix n n ℂ} {β : Matrix n n ℂ} (h : IsDirac α β)
    (p : ι → ℝ) (m : ℝ) (hE : 0 < energySq p m) (k : ι) :
    displacement α β p m k 0 = 0 ∧ ∀ t : ℝ, HasDerivAt (displacement α β p m k)
      (phase (hamiltonian α β p m) t * α k * phase (hamiltonian α β p m) (-t)) t := by
  refine ⟨by simp [displacement, phase], fun t => ?_⟩
  obtain ⟨h1, hz⟩ := zitterbewegung h p m hE k
  have h1' := mul_eq_one_comm.mp h1
  rw [hz t]
  unfold displacement
  change HasDerivAt _ (_ + trembling α β p m k * _) t
  generalize trembling α β p m k = F
  generalize hamiltonian α β p m = H at h1' ⊢
  have hlin : HasDerivAt (fun s : ℝ => -2 * s) (-2) t := by
    simpa using (hasDerivAt_id t).const_mul (-2 : ℝ)
  have hph : HasDerivAt (fun s : ℝ => phase H (-2 * s))
      (((-2 * I) • H) * phase H (-2 * t)) t := by
    refine ((hasDerivAt_phase H (-2 * t)).1.scomp t hlin).congr_deriv ?_
    rw [smul_mul_assoc, smul_mul_assoc]
    ext i j
    simp only [Matrix.smul_apply, Complex.real_smul, smul_eq_mul]
    push_cast
    ring
  have hmean : HasDerivAt (fun s : ℝ => s • ((p k : ℂ) • H⁻¹)) ((p k : ℂ) • H⁻¹) t := by
    refine ((hasDerivAt_id t).smul_const ((p k : ℂ) • H⁻¹)).congr_deriv ?_
    exact one_smul ℝ _
  refine (hmean.fun_add ((hph.sub_const 1).const_mul ((I / 2) • (F * H⁻¹)))).congr_deriv ?_
  have hs : I / 2 * (-2 * I) = 1 := by
    linear_combination -Complex.I_mul_I
  rw [smul_mul_assoc, smul_mul_assoc, mul_smul_comm, smul_smul, hs, one_smul,
    mul_assoc F, ← mul_assoc H⁻¹ H, h1', one_mul]
```

## The standard four-component matrices

The usual $4\times4$ matrices satisfy all four relations. The proof checks the Pauli products entry by entry, then multiplies blocks.

```lean
/-- The three Pauli matrices. -/
def pauli : Fin 3 → Matrix (Fin 2) (Fin 2) ℂ :=
  ![!![0, 1; 1, 0], !![0, -I; I, 0], !![1, 0; 0, -1]]

/-- The standard 4×4 matrices, `α_i` with Pauli matrices in the off-diagonal blocks and
`β = diag(1, 1, -1, -1)`, satisfy the Dirac relations. -/
theorem isDirac_witness :
    IsDirac (fun i => Matrix.fromBlocks 0 (pauli i) (pauli i) 0)
      (Matrix.fromBlocks 1 0 0 (-1)) := by
  have hp : ∀ i, pauli i * pauli i = 1 := by
    intro i
    ext a b
    fin_cases i <;> fin_cases a <;> fin_cases b <;>
      simp [pauli, Matrix.mul_apply, Fin.sum_univ_succ]
  have ha : ∀ i j, i ≠ j → pauli i * pauli j + pauli j * pauli i = 0 := by
    intro i j hij
    ext a b
    fin_cases i <;> fin_cases j <;> first
      | exact absurd rfl hij
      | (fin_cases a <;> fin_cases b <;> simp [pauli])
  have hz : Matrix.fromBlocks (0 : Matrix (Fin 2) (Fin 2) ℂ) (0 : Matrix (Fin 2) (Fin 2) ℂ)
      (0 : Matrix (Fin 2) (Fin 2) ℂ) (0 : Matrix (Fin 2) (Fin 2) ℂ) = 0 := by
    ext (i | i) (j | j) <;> rfl
  constructor
  · intro i
    simp [Matrix.fromBlocks_multiply, hp i]
  · intro i j hij
    simp [Matrix.fromBlocks_multiply, Matrix.fromBlocks_add, ha i j hij, hz]
  · simp [Matrix.fromBlocks_multiply]
  · intro i
    simp [Matrix.fromBlocks_multiply, Matrix.fromBlocks_add, hz]

end

end Zitterbewegung
```

```lean
#print axioms Zitterbewegung.trembling_sq
-- 'Zitterbewegung.trembling_sq' depends on axioms: [propext, Classical.choice, Quot.sound]
#print axioms Zitterbewegung.zitterbewegung
-- 'Zitterbewegung.zitterbewegung' depends on axioms: [propext, Classical.choice, Quot.sound]
#print axioms Zitterbewegung.displacement_hasDerivAt
-- 'Zitterbewegung.displacement_hasDerivAt' depends on axioms: [propext, Classical.choice, Quot.sound]
```
